# Orthogonal symmetries of the harmonic energy commute with symmetric force constants and preserve their eigenspaces

## Splitting a Hessian into even and odd blocks

In a vibrational calculation on a molecule with a mirror plane, one can form displacement coordinates that are even or odd under the reflection and diagonalise the Hessian separately in each set. This requires that no force constant couples an even coordinate to an odd one, which holds when the matrix of the reflection commutes with the Hessian.

What is known at the start is usually a statement about energies: the reflected displacement costs as much energy as the original one. The result below turns this equality of energies into commutation, and then into a statement about eigenspaces, for a finite set of real coordinates in the harmonic approximation.

## Energy, force constants and symmetry operation

Let $u$ be a real vector of displacements from equilibrium, with one component for each of finitely many coordinates. Let $\Phi$ be the real matrix of force constants. The harmonic energy is

$$E_\Phi(u)=\tfrac12\,u^T\Phi u .$$

The matrix $\Phi$ is taken to be symmetric, $\Phi^T=\Phi$. For second derivatives of a smooth potential this is the equality of mixed partial derivatives.

A symmetry operation acts on displacements by a real matrix $R$ with $R^TR=1$. For a molecule described by Cartesian displacements, $R$ moves the displacement of each atom to the equivalent atom and rotates or reflects it. The operation is a symmetry of the energy if $E_\Phi(Ru)=E_\Phi(u)$ for every $u$.

Under these assumptions:

1. $R\Phi=\Phi R$.
2. For every real $k$, the image under $R$ of the eigenspace $V_k=\{u:\Phi u=ku\}$ is exactly $V_k$.

If $k$ is not an eigenvalue, $V_k$ contains only the zero vector and the second statement is trivial.

## The energy determines the force constants

For two displacements $u$ and $v$,

$$E_\Phi(u+v)=\tfrac12\left(u^T\Phi u+u^T\Phi v+v^T\Phi u+v^T\Phi v\right).$$

Since $\Phi$ is symmetric, $v^T\Phi u=u^T\Phi v$, and therefore

$$E_\Phi(u+v)=E_\Phi(u)+E_\Phi(v)+u^T\Phi v .$$

Let $e_i$ be the unit displacement of coordinate $i$. Choosing $u=e_i$ and $v=e_j$ gives

$$\Phi_{ij}=E_\Phi(e_i+e_j)-E_\Phi(e_i)-E_\Phi(e_j).$$

This also holds for $i=j$, where the right-hand side is $2\Phi_{ii}-\tfrac12\Phi_{ii}-\tfrac12\Phi_{ii}$. Two symmetric matrices with the same energy function therefore have the same entries.

## From equal energies to commutation

The energy of the transformed displacement is

$$E_\Phi(Ru)=\tfrac12\,(Ru)^T\Phi(Ru)=\tfrac12\,u^T(R^T\Phi R)u=E_{R^T\Phi R}(u).$$

The matrix $R^T\Phi R$ is symmetric, because $(R^T\Phi R)^T=R^T\Phi^TR=R^T\Phi R$. If $R$ leaves all energies unchanged, $R^T\Phi R$ and $\Phi$ are symmetric matrices with the same energy function, so

$$R^T\Phi R=\Phi .$$

For a square matrix, $R^TR=1$ also gives $RR^T=1$. Hence

$$R\Phi=R(R^T\Phi R)=(RR^T)\Phi R=\Phi R .$$

Conversely, if $R\Phi=\Phi R$, then $R^T\Phi R=R^TR\Phi=\Phi$, and the energies agree. For symmetric $\Phi$ and orthogonal $R$ the two conditions are equivalent.

The block structure follows in one line. If an even displacement $e$ and an odd displacement $o$ satisfy $Re=e$ and $Ro=-o$, then $e^T\Phi o=e^TR^T\Phi Ro=(Re)^T\Phi(Ro)=-e^T\Phi o$, so the coupling vanishes.

## What happens to the modes

Let $\Phi u=ku$. Then

$$\Phi(Ru)=R\Phi u=k\,Ru,$$

so $R$ sends $V_k$ into itself. To see that every $v\in V_k$ is reached, transpose $R\Phi=\Phi R$ to obtain $\Phi R^T=R^T\Phi$. The vector $w=R^Tv$ then satisfies $\Phi w=R^T\Phi v=kw$, and $Rw=RR^Tv=v$.

If $V_k$ is one-dimensional and $u\in V_k$ is nonzero, then $Ru=cu$ for some real $c$. Orthogonality preserves length, so $c^2u^Tu=u^Tu$ and $c=\pm1$. A non-degenerate mode is even or odd under each such operation. In a degenerate eigenspace, $R$ may mix the modes, and an individual eigenvector returned by a diagonalisation routine need not have a definite parity.

## Two coordinates, with and without a symmetric matrix

For two equivalent coordinates with self term $a$ and coupling $b$, take

$$\Phi=\begin{pmatrix}a&b\\b&a\end{pmatrix},\qquad R=\begin{pmatrix}0&1\\1&0\end{pmatrix}.$$

The exchange $R$ is orthogonal and leaves the energy unchanged. The normalised vectors $(1,1)/\sqrt2$ and $(1,-1)/\sqrt2$ are even and odd, with eigenvalues $a+b$ and $a-b$.

The symmetry of $\Phi$ matters. For

$$\Phi=\begin{pmatrix}0&1\\-1&0\end{pmatrix},\qquad R=\begin{pmatrix}1&0\\0&-1\end{pmatrix},$$

the energy is zero for every displacement, so $R$ leaves it unchanged. Yet the upper right entry of $R\Phi$ is $1$ and that of $\Phi R$ is $-1$. The energy does not see the antisymmetric part of a matrix. A Hessian from finite differences of forces can acquire such a part through numerical error, and replacing it by $\tfrac12(\Phi+\Phi^T)$ removes that part without changing the energy.

## How the Lean statements express the physics

The type `n` labels the displacement coordinates and may be any finite type. A displacement is a function `n → ℝ`, and `Φ` and `R` are real square matrices indexed by `n`. In the code, `*ᵥ` applies a matrix to a vector and `⬝ᵥ` is the dot product. The definition `harmonicEnergy` includes the factor one half, and `modeSpace Φ k` is the eigenspace $V_k$.

The main theorem is `symmetry_commutes_and_preserves_modes`. Its hypotheses are:

- `hΦ`: the force-constant matrix is symmetric.
- `hR`: the operation is orthogonal, in the form `Rᵀ * R = 1`.
- `hinv`: the energy of `R *ᵥ u` equals that of `u`, for every `u`.

Its conclusion is `R * Φ = Φ * R` together with an equality of subspaces for each real `k`, in which `.map (Matrix.toLin' R)` denotes the image under $R$. Equality, and not merely inclusion, expresses that the map is onto.

The invariance of the energy is assumed, not derived from atomic positions or from an interatomic potential. No masses appear. For the eigenvalues to be squared angular frequencies, `Φ` must be read as the mass-weighted Hessian and `u` as a mass-weighted displacement. In these coordinates the operation is orthogonal only if it exchanges atoms of equal mass, so an exchange of two different isotopes is not covered even though it preserves the potential energy. The matrices are real and finite, which includes a periodic supercell treated in real space but not the complex dynamical matrix at a general wavevector. Positive eigenvalues are not required, so the theorem also applies at a saddle point.

## The complete Lean file

```lean
import Mathlib

open Matrix

namespace ForceConstantSymmetry

noncomputable section

variable {n : Type*} [Fintype n] [DecidableEq n]

/-- The harmonic potential energy `½ uᵀ Φ u` of a displacement `u`. -/
def harmonicEnergy (Φ : Matrix n n ℝ) (u : n → ℝ) : ℝ :=
  (1 / 2) * (u ⬝ᵥ Φ *ᵥ u)

/-- The space of displacements `u` with `Φ u = k u`. -/
def modeSpace (Φ : Matrix n n ℝ) (k : ℝ) : Submodule ℝ (n → ℝ) :=
  Module.End.eigenspace (Matrix.toLin' Φ) k

/-- A displacement lies in the mode space of `k` exactly when `Φ u = k u`. -/
theorem mem_modeSpace {Φ : Matrix n n ℝ} {k : ℝ} {u : n → ℝ} :
    u ∈ modeSpace Φ k ↔ Φ *ᵥ u = k • u := by
  rw [modeSpace, Module.End.mem_eigenspace_iff, Matrix.toLin'_apply]

omit [DecidableEq n] in
private lemma mulVec_dot (R : Matrix n n ℝ) (v w : n → ℝ) :
    (R *ᵥ v) ⬝ᵥ w = v ⬝ᵥ (Rᵀ *ᵥ w) := by
  rw [Matrix.dotProduct_mulVec, Matrix.vecMul_transpose]

omit [DecidableEq n] in
/-- For symmetric force constants, the energy of a sum of two displacements is the sum of
their energies plus the coupling term `uᵀ Φ v`. -/
theorem harmonicEnergy_add {Φ : Matrix n n ℝ} (hΦ : Φ.IsSymm) (u v : n → ℝ) :
    harmonicEnergy Φ (u + v)
      = harmonicEnergy Φ u + harmonicEnergy Φ v + u ⬝ᵥ Φ *ᵥ v := by
  have h : v ⬝ᵥ Φ *ᵥ u = u ⬝ᵥ Φ *ᵥ v := by
    rw [dotProduct_comm, mulVec_dot, hΦ.eq]
  simp only [harmonicEnergy, Matrix.mulVec_add, add_dotProduct, dotProduct_add]
  rw [h]
  ring

/-- Two symmetric force-constant matrices that give every displacement the same energy
are equal. -/
theorem forceConstants_unique {A B : Matrix n n ℝ} (hA : A.IsSymm) (hB : B.IsSymm)
    (h : ∀ u, harmonicEnergy A u = harmonicEnergy B u) : A = B := by
  ext i j
  -- displace only coordinates i and j, and read off the coupling term
  have e : (Pi.single i 1 : n → ℝ) ⬝ᵥ A *ᵥ (Pi.single j 1)
      = (Pi.single i 1 : n → ℝ) ⬝ᵥ B *ᵥ (Pi.single j 1) := by
    linarith [harmonicEnergy_add hA (Pi.single i 1) (Pi.single j 1),
      harmonicEnergy_add hB (Pi.single i 1) (Pi.single j 1),
      h (Pi.single i 1), h (Pi.single j 1), h (Pi.single i 1 + Pi.single j 1)]
  simpa using e

omit [DecidableEq n] in
/-- The energy of the transformed displacement `R u` is the energy of `u` with the
transformed force constants `Rᵀ Φ R`. -/
theorem harmonicEnergy_mulVec (Φ R : Matrix n n ℝ) (u : n → ℝ) :
    harmonicEnergy Φ (R *ᵥ u) = harmonicEnergy (Rᵀ * Φ * R) u := by
  unfold harmonicEnergy
  rw [mulVec_dot]
  simp only [Matrix.mulVec_mulVec, Matrix.mul_assoc]

/-- An orthogonal transformation leaves the harmonic energy of every displacement unchanged
if and only if it commutes with the symmetric force-constant matrix. -/
theorem energy_invariant_iff_commute {Φ R : Matrix n n ℝ} (hΦ : Φ.IsSymm)
    (hR : Rᵀ * R = 1) :
    (∀ u, harmonicEnergy Φ (R *ᵥ u) = harmonicEnergy Φ u) ↔ R * Φ = Φ * R := by
  constructor
  · intro h
    have hS : (Rᵀ * Φ * R).IsSymm := by
      change (Rᵀ * Φ * R)ᵀ = Rᵀ * Φ * R
      rw [Matrix.transpose_mul, Matrix.transpose_mul, Matrix.transpose_transpose, hΦ.eq,
        Matrix.mul_assoc]
    -- equal energies force equal force constants
    have key : Rᵀ * Φ * R = Φ :=
      forceConstants_unique hS hΦ fun u => by rw [← harmonicEnergy_mulVec, h u]
    have hR' : R * Rᵀ = 1 := mul_eq_one_comm.mp hR
    calc R * Φ = R * (Rᵀ * Φ * R) := by rw [key]
      _ = (R * Rᵀ) * Φ * R := by noncomm_ring
      _ = Φ * R := by rw [hR', one_mul]
  · intro h u
    rw [harmonicEnergy_mulVec, Matrix.mul_assoc, ← h, ← Matrix.mul_assoc, hR, one_mul]

/-- An orthogonal transformation that leaves the harmonic energy of every displacement unchanged
commutes with the symmetric force-constant matrix and maps each of its eigenspaces onto itself. -/
theorem symmetry_commutes_and_preserves_modes {Φ R : Matrix n n ℝ} (hΦ : Φ.IsSymm)
    (hR : Rᵀ * R = 1) (hinv : ∀ u, harmonicEnergy Φ (R *ᵥ u) = harmonicEnergy Φ u) :
    R * Φ = Φ * R ∧
      ∀ k : ℝ, (modeSpace Φ k).map (Matrix.toLin' R) = modeSpace Φ k := by
  have hc := (energy_invariant_iff_commute hΦ hR).mp hinv
  refine ⟨hc, fun k => le_antisymm ?_ ?_⟩
  · rintro _ ⟨u, hu, rfl⟩
    have hu' := mem_modeSpace.mp hu
    rw [mem_modeSpace, Matrix.toLin'_apply, Matrix.mulVec_mulVec, ← hc,
      ← Matrix.mulVec_mulVec, hu', Matrix.mulVec_smul]
  · intro v hv
    have hv' := mem_modeSpace.mp hv
    -- the inverse transformation also commutes with Φ and supplies the preimage
    have hT : Φ * Rᵀ = Rᵀ * Φ := by
      have h := congrArg Matrix.transpose hc
      rwa [Matrix.transpose_mul, Matrix.transpose_mul, hΦ.eq] at h
    refine ⟨Rᵀ *ᵥ v, mem_modeSpace.mpr ?_, ?_⟩
    · rw [Matrix.mulVec_mulVec, hT, ← Matrix.mulVec_mulVec, hv', Matrix.mulVec_smul]
    · rw [Matrix.toLin'_apply, Matrix.mulVec_mulVec, mul_eq_one_comm.mp hR,
        Matrix.one_mulVec]

/-- A displacement in a one-dimensional eigenspace of a symmetric force-constant matrix is either
unchanged or reversed in sign by every orthogonal symmetry of the energy. -/
theorem nondegenerate_mode_even_or_odd {Φ R : Matrix n n ℝ} (hΦ : Φ.IsSymm)
    (hR : Rᵀ * R = 1) (hinv : ∀ u, harmonicEnergy Φ (R *ᵥ u) = harmonicEnergy Φ u)
    {k : ℝ} (hk : Module.finrank ℝ (modeSpace Φ k) = 1)
    {u : n → ℝ} (hu : u ∈ modeSpace Φ k) :
    R *ᵥ u = u ∨ R *ᵥ u = -u := by
  by_cases h0 : u = 0
  · left
    rw [h0, Matrix.mulVec_zero]
  have hRu : Matrix.toLin' R u ∈ modeSpace Φ k := by
    rw [← (symmetry_commutes_and_preserves_modes hΦ hR hinv).2 k]
    exact Submodule.mem_map_of_mem hu
  obtain ⟨c, hc⟩ := (finrank_eq_one_iff_of_nonzero' (⟨u, hu⟩ : modeSpace Φ k)
    (fun h => h0 (congrArg Subtype.val h))).mp hk ⟨_, hRu⟩
  have hc' : R *ᵥ u = c • u := (congrArg Subtype.val hc).symm
  -- R preserves lengths, so the factor c squares to one
  have hlen : (R *ᵥ u) ⬝ᵥ (R *ᵥ u) = u ⬝ᵥ u := by
    rw [mulVec_dot, Matrix.mulVec_mulVec, hR, Matrix.one_mulVec]
  rw [hc', smul_dotProduct, dotProduct_smul, smul_eq_mul, smul_eq_mul] at hlen
  have hne : u ⬝ᵥ u ≠ 0 := fun h => h0 (dotProduct_self_eq_zero.mp h)
  have hcc : c * c = 1 := mul_right_cancel₀ hne (by linarith)
  rcases mul_self_eq_one_iff.mp hcc with h | h
  · left
    rw [hc', h, one_smul]
  · right
    rw [hc', h, neg_smul, one_smul]

private lemma energy_two (a b c d : ℝ) (u : Fin 2 → ℝ) :
    harmonicEnergy !![a, b; c, d] u
      = (1 / 2) * (u 0 * (a * u 0 + b * u 1) + u 1 * (c * u 0 + d * u 1)) := by
  have h : u ⬝ᵥ !![a, b; c, d] *ᵥ u
      = u 0 * (a * u 0 + b * u 1) + u 1 * (c * u 0 + d * u 1) := by
    simp [Matrix.mulVec, dotProduct, Fin.sum_univ_two]
  rw [harmonicEnergy, h]

/-- Two equivalent coordinates with self term `a` and coupling `b`: the matrix is symmetric,
and exchanging the coordinates is orthogonal and leaves the energy unchanged. -/
theorem dimer_exchange_witness (a b : ℝ) :
    (!![a, b; b, a] : Matrix (Fin 2) (Fin 2) ℝ).IsSymm ∧
    (!![0, 1; 1, 0] : Matrix (Fin 2) (Fin 2) ℝ)ᵀ * !![0, 1; 1, 0] = 1 ∧
    ∀ u : Fin 2 → ℝ, harmonicEnergy !![a, b; b, a] (!![0, 1; 1, 0] *ᵥ u)
      = harmonicEnergy !![a, b; b, a] u := by
  refine ⟨?_, ?_, fun u => ?_⟩
  · ext i j
    fin_cases i <;> fin_cases j <;> simp
  · ext i j
    fin_cases i <;> fin_cases j <;> simp [Matrix.mul_apply, Fin.sum_univ_two]
  · have h0 : ((!![0, 1; 1, 0] : Matrix (Fin 2) (Fin 2) ℝ) *ᵥ u) 0 = u 1 := by
      simp [Matrix.mulVec, dotProduct, Fin.sum_univ_two]
    have h1 : ((!![0, 1; 1, 0] : Matrix (Fin 2) (Fin 2) ℝ) *ᵥ u) 1 = u 0 := by
      simp [Matrix.mulVec, dotProduct, Fin.sum_univ_two]
    rw [energy_two, energy_two, h0, h1]
    ring

/-- For the non-symmetric matrix with rows `(0, 1)` and `(-1, 0)`, reversing the second coordinate
is orthogonal and leaves the energy unchanged, yet does not commute with the matrix. -/
theorem symmetry_of_forceConstants_needed :
    (!![1, 0; 0, -1] : Matrix (Fin 2) (Fin 2) ℝ)ᵀ * !![1, 0; 0, -1] = 1 ∧
    (∀ u : Fin 2 → ℝ, harmonicEnergy !![0, 1; -1, 0] (!![1, 0; 0, -1] *ᵥ u)
      = harmonicEnergy !![0, 1; -1, 0] u) ∧
    (!![1, 0; 0, -1] : Matrix (Fin 2) (Fin 2) ℝ) * !![0, 1; -1, 0]
      ≠ !![0, 1; -1, 0] * !![1, 0; 0, -1] := by
  refine ⟨?_, fun u => ?_, fun h => ?_⟩
  · ext i j
    fin_cases i <;> fin_cases j <;> simp [Matrix.mul_apply, Fin.sum_univ_two]
  · rw [energy_two, energy_two]
    ring
  · have h01 := congrFun (congrFun h 0) 1
    norm_num [Matrix.mul_apply, Fin.sum_univ_two] at h01

end

end ForceConstantSymmetry
```

```lean
#print axioms ForceConstantSymmetry.symmetry_commutes_and_preserves_modes
#print axioms ForceConstantSymmetry.nondegenerate_mode_even_or_odd
#print axioms ForceConstantSymmetry.symmetry_of_forceConstants_needed
```

```
'ForceConstantSymmetry.symmetry_commutes_and_preserves_modes' depends on axioms: [propext, Classical.choice, Quot.sound]
'ForceConstantSymmetry.nondegenerate_mode_even_or_odd' depends on axioms: [propext, Classical.choice, Quot.sound]
'ForceConstantSymmetry.symmetry_of_forceConstants_needed' depends on axioms: [propext, Classical.choice, Quot.sound]
```

## How the lemmas follow the derivation

The lemma `mem_modeSpace` translates membership in an eigenspace into the equation $\Phi u=ku$. The lemma `mulVec_dot` moves a matrix across the dot product, $(Rv)^Tw=v^T(R^Tw)$.

With the second of these, `harmonicEnergy_add` proves the formula for the energy of a sum. Its inner statement `h` is the equality of the two cross terms, the only place in that proof where the symmetry of `Φ` is used. The lemma `forceConstants_unique` then compares two symmetric matrices entry by entry, and `harmonicEnergy_mulVec` transfers the operation from the displacement to the force constants.

The theorem `energy_invariant_iff_commute` combines them. In the forward direction, `hS` records that $R^T\Phi R$ is symmetric, `key` is the equation $R^T\Phi R=\Phi$, and the `calc` block is the chain ending in $\Phi R$. The step from $R^TR=1$ to $RR^T=1$ is supplied by `mul_eq_one_comm`. The reverse direction substitutes the commutation relation into the transformed energy.

In the main theorem, `le_antisymm` splits the equality of subspaces into two inclusions. The first takes a vector `u` in the eigenspace and shows that its image lies in the eigenspace for the same `k`. The second takes `v` and offers `Rᵀ *ᵥ v` as its preimage, with `hT` stating that the transpose commutes with `Φ`.

For `nondegenerate_mode_even_or_odd`, the zero vector is treated first, since it satisfies the conclusion trivially. For a nonzero vector, the dimension hypothesis `hk` yields the factor `c`, and `hlen` states that lengths are preserved. Cancelling the nonzero number $u^Tu$ leaves $c^2=1$.

The last two theorems concern the two-coordinate matrices. The lemma `energy_two` writes out the energy of a general two-by-two matrix. `dimer_exchange_witness` verifies the three hypotheses for the exchange operation, the first two entry by entry and the invariance of the energy with `energy_two`. `symmetry_of_forceConstants_needed` uses the same lemma for the energy of the antisymmetric matrix before comparing the entries in row 0 and column 1 of the two products.

## Recovering the matrix entries by linear arithmetic

The proof turns on the call to `linarith` in `forceConstants_unique`. The unit displacement $e_i$ is written `Pi.single i 1`, the function with value 1 at `i` and 0 elsewhere. The tactic receives five equations: the sum formula for `A`, the same formula for `B`, and the equality of the two energies at $e_i$, $e_j$ and $e_i+e_j$.

The energy is a quadratic function of the displacement, but `linarith` does not need to expand it. It treats each value of `harmonicEnergy` as an unknown number, and likewise the two coupling terms $e_i^TAe_j$ and $e_i^TBe_j$. In these unknowns all five equations are linear. Subtracting the two sum formulas and inserting the three equalities leaves

$$e_i^TAe_j=e_i^TBe_j .$$

The final `simpa` evaluates both sides as the matrix entries $A_{ij}$ and $B_{ij}$. The quadratic algebra has already been done in `harmonicEnergy_add`, so the comparison of the two matrices needs only linear elimination.
